# On a fine enough logarithmic grid, Euler lowers and implicit midpoint raises the Dirac exponent at a point nucleus

Over one grid step of length \(h>0\) in \(\ln r\), the power law \(r^g\) with \(g>0\) grows by \(e^{hg}\), but explicit Euler multiplies it by only \(1+hg\), which is the growth of a power with the smaller exponent \(\ln(1+hg)/h\). Implicit midpoint multiplies it by \((1+hg/2)/(1-hg/2)\), which for \(hg<2\) is larger than \(e^{hg}\), so its exponent is too large.

```lean
import Mathlib

open Filter Topology

namespace RadialDiracLogGrid

noncomputable section

/-- The coefficient matrix `D` of the radial Dirac equation `r u' = D u` near a point nucleus, with
only the `1/r` terms kept, acting on the pair `u = (P, Q)` of large and small components; `κ` is the
relativistic angular quantum number and `ζ` the nuclear charge times the fine-structure constant. -/
def nuclearDirac (κ ζ : ℝ) (v : ℝ × ℝ) : ℝ × ℝ :=
  (-κ * v.1 + ζ * v.2, -ζ * v.1 + κ * v.2)

/-- The `n`-th radius of the logarithmic grid with first radius `r₀` and step `h`. -/
def gridRadius (r₀ h : ℝ) (n : ℕ) : ℝ := r₀ * Real.exp (n * h)

/-- The explicit Euler recursion for the radial pair in the variable `ln r`. -/
def IsEuler (κ ζ h : ℝ) (u : ℕ → ℝ × ℝ) : Prop :=
  ∀ n, u (n + 1) = u n + h • nuclearDirac κ ζ (u n)

/-- The implicit midpoint recursion for the radial pair in the variable `ln r`. -/
def IsMidpoint (κ ζ h : ℝ) (u : ℕ → ℝ × ℝ) : Prop :=
  ∀ n, u (n + 1) = u n + h • nuclearDirac κ ζ ((1 / 2 : ℝ) • (u n + u (n + 1)))

/-- The Euler exponent `ln(1 + hg)/h`, for `h > 0` and `g > 0`. -/
def eulerExponent (h g : ℝ) : ℝ := Real.log (1 + h * g) / h

/-- The midpoint exponent `ln((1 + hg/2)/(1 - hg/2))/h`, for `h > 0`, `g > 0` and `hg < 2`. -/
def midpointExponent (h g : ℝ) : ℝ :=
  Real.log ((1 + h * g / 2) / (1 - h * g / 2)) / h

/-- If `g² = κ² - ζ²` and `ζ ≠ 0`, the pair `(ζ, κ + g)` is a nonzero amplitude on which the map
`nuclearDirac κ ζ` acts as multiplication by `g`. -/
theorem regular_amplitude_witness {κ ζ g : ℝ} (hκ : g ^ 2 = κ ^ 2 - ζ ^ 2) (hζ : ζ ≠ 0) :
    nuclearDirac κ ζ (ζ, κ + g) = g • (ζ, κ + g) ∧ (ζ, κ + g) ≠ (0 : ℝ × ℝ) := by
  refine ⟨Prod.ext ?_ ?_, fun h => hζ (congrArg Prod.fst h)⟩
  · simp only [nuclearDirac, Prod.smul_fst, smul_eq_mul]
    ring
  · simp only [nuclearDirac, Prod.smul_snd, smul_eq_mul]
    linear_combination -hκ

/-- If `D = nuclearDirac κ ζ` multiplies the amplitude `v` by `g`, then `r^g v` solves the radial
equation `r u' = D u` at every `r > 0`. -/
theorem continuum_power_law {κ ζ g r : ℝ} {v : ℝ × ℝ} (hr : 0 < r)
    (hv : nuclearDirac κ ζ v = g • v) :
    HasDerivAt (fun s : ℝ => s ^ g • v) (r⁻¹ • nuclearDirac κ ζ (r ^ g • v)) r := by
  have a := congrArg Prod.fst hv
  have b := congrArg Prod.snd hv
  simp only [nuclearDirac, Prod.smul_fst, Prod.smul_snd, smul_eq_mul] at a b
  refine ((Real.hasDerivAt_rpow_const (p := g) (Or.inl hr.ne')).smul_const v).congr_deriv ?_
  rw [Real.rpow_sub_one hr.ne']
  apply Prod.ext
  · simp only [nuclearDirac, Prod.smul_fst, Prod.smul_snd, smul_eq_mul]
    linear_combination -(r⁻¹ * r ^ g) * a
  · simp only [nuclearDirac, Prod.smul_fst, Prod.smul_snd, smul_eq_mul]
    linear_combination -(r⁻¹ * r ^ g) * b

/-- On a logarithmic grid with `r₀, h > 0`, growth by a factor `c > 0` per step is a power law
in the radius with exponent `ln(c)/h`. -/
theorem grid_power {r₀ h c : ℝ} (hr : 0 < r₀) (hh : 0 < h) (hc : 0 < c) (n : ℕ) :
    (gridRadius r₀ h n / r₀) ^ (Real.log c / h) = c ^ n := by
  have e : (n * h) * (Real.log c / h) = n * Real.log c := by field_simp
  rw [gridRadius, mul_div_cancel_left₀ _ hr.ne', ← Real.exp_mul, e, Real.exp_nat_mul,
    Real.exp_log hc]

/-- For `r₀, h, g > 0`, Euler integration started on an amplitude that `nuclearDirac κ ζ` multiplies
by `g` is a power law in the grid radius with the Euler exponent. -/
theorem euler_power_law {κ ζ g h r₀ : ℝ} {u : ℕ → ℝ × ℝ} (hr : 0 < r₀) (hh : 0 < h)
    (hg : 0 < g) (h0 : nuclearDirac κ ζ (u 0) = g • u 0) (hu : IsEuler κ ζ h u) (n : ℕ) :
    u n = (gridRadius r₀ h n / r₀) ^ eulerExponent h g • u 0 := by
  rw [eulerExponent, grid_power hr hh (by positivity)]
  have a := congrArg Prod.fst h0
  have b := congrArg Prod.snd h0
  simp only [nuclearDirac, Prod.smul_fst, Prod.smul_snd, smul_eq_mul] at a b
  induction n with
  | zero => simp
  | succ n ih =>
    have s := hu n
    rw [ih] at s
    rw [s]
    apply Prod.ext
    · simp only [nuclearDirac, Prod.fst_add, Prod.smul_fst, Prod.smul_snd, smul_eq_mul]
      linear_combination h * (1 + h * g) ^ n * a
    · simp only [nuclearDirac, Prod.snd_add, Prod.smul_fst, Prod.smul_snd, smul_eq_mul]
      linear_combination h * (1 + h * g) ^ n * b

/-- Let `r₀, h, g > 0`, `hg < 2` and `g² = κ² - ζ²`. A sequence whose first amplitude is multiplied
by `g` under `nuclearDirac κ ζ` solves the implicit midpoint recursion exactly when it is a power
law in the grid radius with the midpoint exponent. -/
theorem midpoint_power_law {κ ζ g h r₀ : ℝ} {u : ℕ → ℝ × ℝ} (hr : 0 < r₀) (hh : 0 < h)
    (hg : 0 < g) (hhg : h * g < 2) (hκ : g ^ 2 = κ ^ 2 - ζ ^ 2)
    (h0 : nuclearDirac κ ζ (u 0) = g • u 0) :
    IsMidpoint κ ζ h u ↔
      ∀ n, u n = (gridRadius r₀ h n / r₀) ^ midpointExponent h g • u 0 := by
  have hx : 0 < h * g := mul_pos hh hg
  have hm : 0 < 1 - h * g / 2 := by linarith
  obtain ⟨c, hc⟩ : ∃ c, c = (1 + h * g / 2) / (1 - h * g / 2) := ⟨_, rfl⟩
  have hcpos : 0 < c := by rw [hc]; exact div_pos (by linarith) hm
  have key : c * (1 - h * g / 2) = 1 + h * g / 2 := by
    rw [hc]; exact div_mul_cancel₀ _ hm.ne'
  have hp : ∀ n, (gridRadius r₀ h n / r₀) ^ midpointExponent h g = c ^ n := fun n => by
    rw [midpointExponent, ← hc]; exact grid_power hr hh hcpos n
  simp only [hp]
  have a := congrArg Prod.fst h0
  have b := congrArg Prod.snd h0
  simp only [nuclearDirac, Prod.smul_fst, Prod.smul_snd, smul_eq_mul] at a b
  constructor
  · intro hu n
    induction n with
    | zero => simp
    | succ n ih =>
      have s := hu n
      rw [ih] at s
      have s1 := congrArg Prod.fst s
      have s2 := congrArg Prod.snd s
      simp only [nuclearDirac, Prod.fst_add, Prod.snd_add, Prod.smul_fst, Prod.smul_snd,
        smul_eq_mul] at s1 s2
      -- the deviation (A, B) from the power law solves d = (h/2) D d
      obtain ⟨A, hA⟩ : ∃ A, A = (u (n + 1)).1 - c ^ (n + 1) * (u 0).1 := ⟨_, rfl⟩
      obtain ⟨B, hB⟩ : ∃ B, B = (u (n + 1)).2 - c ^ (n + 1) * (u 0).2 := ⟨_, rfl⟩
      have d1 : A - h / 2 * (-κ * A + ζ * B) = 0 := by
        rw [hA, hB]
        linear_combination s1 + (h / 2 * c ^ n * (1 + c)) * a - c ^ n * (u 0).1 * key
      have d2 : B - h / 2 * (-ζ * A + κ * B) = 0 := by
        rw [hA, hB]
        linear_combination s2 + (h / 2 * c ^ n * (1 + c)) * b - c ^ n * (u 0).2 * key
      -- applying 1 + (h/2) D leaves a nonzero multiple of the deviation
      have hne : (1 - h * g / 2) * (1 + h * g / 2) ≠ 0 :=
        mul_ne_zero hm.ne' (by linarith)
      have zA : (1 - h * g / 2) * (1 + h * g / 2) * A = 0 := by
        linear_combination (1 - h / 2 * κ) * d1 + h / 2 * ζ * d2 - (h / 2) ^ 2 * A * hκ
      have zB : (1 - h * g / 2) * (1 + h * g / 2) * B = 0 := by
        linear_combination (1 + h / 2 * κ) * d2 - h / 2 * ζ * d1 - (h / 2) ^ 2 * B * hκ
      have A0 := (mul_eq_zero.mp zA).resolve_left hne
      have B0 := (mul_eq_zero.mp zB).resolve_left hne
      apply Prod.ext
      · simp only [Prod.smul_fst, smul_eq_mul]
        linarith
      · simp only [Prod.smul_snd, smul_eq_mul]
        linarith
  · intro hu n
    rw [hu n, hu (n + 1)]
    apply Prod.ext
    · simp only [nuclearDirac, Prod.fst_add, Prod.snd_add, Prod.smul_fst, Prod.smul_snd,
        smul_eq_mul]
      linear_combination c ^ n * (u 0).1 * key - (h / 2 * c ^ n * (1 + c)) * a
    · simp only [nuclearDirac, Prod.fst_add, Prod.snd_add, Prod.smul_fst, Prod.smul_snd,
        smul_eq_mul]
      linear_combination c ^ n * (u 0).2 * key - (h / 2 * c ^ n * (1 + c)) * b

/-- For `h, g > 0` and `hg < 2`, the Euler exponent lies strictly below the nuclear exponent
`g` and the midpoint exponent strictly above it. -/
theorem exponent_bracket {h g : ℝ} (hh : 0 < h) (hg : 0 < g) (hhg : h * g < 2) :
    eulerExponent h g < g ∧ g < midpointExponent h g := by
  have hx : 0 < h * g := mul_pos hh hg
  constructor
  · rw [eulerExponent, div_lt_iff₀ hh]
    have := Real.log_lt_sub_one_of_pos (show 0 < 1 + h * g by linarith) (by linarith)
    linarith
  · rw [midpointExponent, lt_div_iff₀ hh, Real.log_div (by linarith) (by linarith)]
    -- the first two terms of the odd logarithm series already exceed hg
    have hs := Real.hasSum_log_sub_log_of_abs_lt_one (x := h * g / 2)
      (by rw [abs_of_pos (by linarith)]; linarith)
    have s := sum_le_hasSum (Finset.range 2) (fun k _ => by positivity) hs
    simp only [Finset.sum_range_succ, Finset.sum_range_zero] at s
    push_cast at s
    have y3 : 0 < (h * g / 2) ^ 3 := by positivity
    linarith

/-- For `|x| ≤ 1/2`, the cubic Taylor polynomial of `ln(1 + x)` is accurate to `2x⁴`. -/
theorem log_taylor {x : ℝ} (hx : |x| ≤ 1 / 2) :
    |Real.log (1 + x) - (x - x ^ 2 / 2 + x ^ 3 / 3)| ≤ 2 * x ^ 4 := by
  have h1 := Real.abs_log_sub_add_sum_range_le (x := -x) (by rw [abs_neg]; linarith) 3
  have e : (∑ i ∈ Finset.range 3, (-x) ^ (i + 1) / ((i : ℝ) + 1)) + Real.log (1 - -x)
      = Real.log (1 + x) - (x - x ^ 2 / 2 + x ^ 3 / 3) := by
    simp only [Finset.sum_range_succ, Finset.sum_range_zero, sub_neg_eq_add]
    push_cast
    ring
  rw [e, abs_neg] at h1
  refine h1.trans ?_
  have h4 : |x| ^ (3 + 1) = x ^ 4 := by
    calc |x| ^ (3 + 1) = (|x| ^ 2) ^ 2 := by ring
      _ = x ^ 4 := by rw [sq_abs]; ring
  rw [div_le_iff₀ (by linarith), h4]
  nlinarith [mul_nonneg (show 0 ≤ x ^ 4 by positivity) (sub_nonneg.mpr hx)]

/-- For `h, g > 0` and `hg ≤ 1/2`, the Euler exponent is `g - hg²/2` up to `2g³h²`. -/
theorem euler_error_bound {h g : ℝ} (hh : 0 < h) (hg : 0 < g) (hhg : h * g ≤ 1 / 2) :
    |eulerExponent h g - g + h * g ^ 2 / 2| ≤ 2 * g ^ 3 * h ^ 2 := by
  have hx : 0 < h * g := mul_pos hh hg
  have t := abs_le.mp (log_taylor (x := h * g) (by rwa [abs_of_pos hx]))
  have e : eulerExponent h g - g + h * g ^ 2 / 2
      = (Real.log (1 + h * g) - h * g + (h * g) ^ 2 / 2) / h := by
    rw [eulerExponent]
    field_simp
  have x3 : 0 ≤ (h * g) ^ 3 := by positivity
  have x4 := mul_nonneg x3 (sub_nonneg.mpr hhg)
  rw [e, abs_div, abs_of_pos hh, div_le_iff₀ hh, abs_le]
  constructor <;> linarith [t.1, t.2]

/-- For `h, g > 0` and `hg ≤ 1`, the midpoint exponent is `g + h²g³/12` up to `g⁴h³/4`. -/
theorem midpoint_error_bound {h g : ℝ} (hh : 0 < h) (hg : 0 < g) (hhg : h * g ≤ 1) :
    |midpointExponent h g - g - h ^ 2 * g ^ 3 / 12| ≤ g ^ 4 * h ^ 3 / 4 := by
  have hx : 0 < h * g / 2 := by positivity
  have hy : |h * g / 2| ≤ 1 / 2 := by rw [abs_of_pos hx]; linarith
  have t := abs_le.mp (log_taylor hy)
  have s := log_taylor (x := -(h * g / 2)) (by rwa [abs_neg])
  rw [← sub_eq_add_neg] at s
  have s' := abs_le.mp s
  have e : midpointExponent h g - g - h ^ 2 * g ^ 3 / 12
      = (Real.log (1 + h * g / 2) - Real.log (1 - h * g / 2)
          - h * g - (h * g) ^ 3 / 12) / h := by
    rw [midpointExponent, Real.log_div (by linarith) (by linarith)]
    field_simp
  rw [e, abs_div, abs_of_pos hh, div_le_iff₀ hh, abs_le]
  constructor <;> linarith [t.1, t.2, s'.1, s'.2]

/-- For `g > 0` and step `h → 0` from above, the exponent error divided by `h` tends to
`-g²/2` for Euler, and divided by `h²` it tends to `g³/12` for implicit midpoint. -/
theorem leading_exponent_errors {g : ℝ} (hg : 0 < g) :
    Tendsto (fun h => (eulerExponent h g - g) / h) (𝓝[>] 0) (𝓝 (-g ^ 2 / 2)) ∧
    Tendsto (fun h => (midpointExponent h g - g) / h ^ 2) (𝓝[>] 0) (𝓝 (g ^ 3 / 12)) := by
  -- an error at most linear in h vanishes in the limit
  have lim : ∀ (F : ℝ → ℝ) (L K : ℝ),
      (∀ h, 0 < h → h * g ≤ 1 / 2 → |F h - L| ≤ K * h) → Tendsto F (𝓝[>] 0) (𝓝 L) := by
    intro F L K hF
    rw [tendsto_iff_norm_sub_tendsto_zero]
    have hK : Tendsto (fun h : ℝ => K * h) (𝓝 0) (𝓝 (K * 0)) :=
      (continuous_const.mul continuous_id).tendsto 0
    rw [mul_zero] at hK
    refine squeeze_zero' (Eventually.of_forall fun _ => norm_nonneg _) ?_
      (hK.mono_left nhdsWithin_le_nhds)
    have hδ : 0 < 1 / (2 * g) := by positivity
    filter_upwards [Ioo_mem_nhdsGT hδ] with h hh
    have h2 := (lt_div_iff₀ (show 0 < 2 * g by positivity)).mp hh.2
    rw [Real.norm_eq_abs]
    exact hF h hh.1 (by linarith)
  constructor
  · refine lim _ _ (2 * g ^ 3) fun h hh hhg => ?_
    have e : (eulerExponent h g - g) / h - -g ^ 2 / 2
        = (eulerExponent h g - g + h * g ^ 2 / 2) / h := by
      field_simp
      ring
    rw [e, abs_div, abs_of_pos hh, div_le_iff₀ hh]
    linarith [euler_error_bound hh hg hhg]
  · refine lim _ _ (g ^ 4 / 4) fun h hh hhg => ?_
    have e : (midpointExponent h g - g) / h ^ 2 - g ^ 3 / 12
        = (midpointExponent h g - g - h ^ 2 * g ^ 3 / 12) / h ^ 2 := by
      field_simp
    have h2 : 0 < h ^ 2 := by positivity
    rw [e, abs_div, abs_of_pos h2, div_le_iff₀ h2]
    linarith [midpoint_error_bound hh hg (by linarith)]

end

end RadialDiracLogGrid
```

```lean
#print axioms RadialDiracLogGrid.euler_power_law
#print axioms RadialDiracLogGrid.midpoint_power_law
#print axioms RadialDiracLogGrid.exponent_bracket
#print axioms RadialDiracLogGrid.leading_exponent_errors
```

```
'RadialDiracLogGrid.euler_power_law' depends on axioms: [propext, Classical.choice, Quot.sound]
'RadialDiracLogGrid.midpoint_power_law' depends on axioms: [propext, Classical.choice, Quot.sound]
'RadialDiracLogGrid.exponent_bracket' depends on axioms: [propext, Classical.choice, Quot.sound]
'RadialDiracLogGrid.leading_exponent_errors' depends on axioms: [propext, Classical.choice, Quot.sound]
```

## The regular solution at a point nucleus

Close to a point nucleus the \(1/r\) terms dominate the radial Dirac equation. Keeping only those terms gives, for the pair \(u=(P,Q)\) of large and small radial components, each multiplied by \(r\),
\[
r\,u'=Du,\qquad D(P,Q)=(-\kappa P+\zeta Q,\,-\zeta P+\kappa Q).
\]
Here \(\kappa\) is the relativistic angular quantum number and \(\zeta\) the nuclear charge times the fine-structure constant. In Lean, \(D\) is `nuclearDirac`, acting on `ℝ × ℝ`; \(\kappa\) and \(\zeta\) may be any reals.

Applying \(D\) twice gives \(D^2=\kappa^2-\zeta^2\), so its eigenvalues are \(\pm g\) with \(g^2=\kappa^2-\zeta^2\). For \(|\zeta|<|\kappa|\) they are real and nonzero, and the regular solution belongs to the positive one, \(g>0\). For \(\zeta\ne0\), `regular_amplitude_witness` supplies the unnormalised eigenvector \(v=(\zeta,\kappa+g)\): the first component of \(Dv\) is \(g\zeta\), and the second is \(-\zeta^2+\kappa^2+\kappa g=g(\kappa+g)\). If \(Dv=gv\), differentiating \(r^gv\) gives \(r^{-1}D(r^gv)\), which is `continuum_power_law`.

## From a growth factor to an exponent

The grid is \(r_n=r_0e^{nh}\), with \(r_0>0\) and \(n=0,1,2,\dots\). A factor \(c>0\) per step is a power of the radius, because
\[
(r_n/r_0)^{\ln c/h}=e^{n\ln c}=c^n .
\]
This is `grid_power`. Both integrators start from \(u_0\) with \(Du_0=gu_0\), the regular solution without any irregular admixture.

**Euler.** The recursion `IsEuler` reads \(u_{n+1}=u_n+hDu_n\). If \(u_n=(1+hg)^nu_0\), the next value is \((1+hg)^{n+1}u_0\). `euler_power_law` carries out this induction, with `linear_combination` checking each component.

**Implicit midpoint.** The recursion `IsMidpoint` reads
\[
u_{n+1}=u_n+hD\,\frac{u_n+u_{n+1}}2 .
\]
Set \(c=(1+hg/2)/(1-hg/2)\), so that \(c(1-hg/2)=1+hg/2\). Substitution shows that \(c^nu_0\) is a solution. Since \(u_{n+1}\) is defined implicitly, other solutions must also be excluded. Suppose \(u_n=c^nu_0\), and let \(d=u_{n+1}-c^{n+1}u_0\). Subtracting the two equations gives \(d=\tfrac h2Dd\), and applying \(1+\tfrac h2D\) to \(d-\tfrac h2Dd=0\) gives
\[
\left(1-\frac{h^2g^2}{4}\right)d=0 .
\]
For \(hg<2\) the bracket is nonzero, so \(d=0\). In `midpoint_power_law` the components of \(d\) are `A` and `B`, and the two directions of the equivalence give existence and uniqueness.

## Sign and size of the error

`exponent_bracket` states that `eulerExponent h g < g` and `g < midpointExponent h g` for \(h,g>0\) and \(hg<2\). The first inequality is \(\ln(1+x)<x\) at \(x=hg\). For the second, put \(y=hg/2\); all terms of
\[
\ln\frac{1+y}{1-y}=2\left(y+\frac{y^3}{3}+\cdots\right)
\]
are positive, so the sum exceeds \(2y=hg\).

For the size, `log_taylor` bounds the error of \(x-x^2/2+x^3/3\) as an approximation to \(\ln(1+x)\) by \(2x^4\) when \(|x|\le1/2\). Using it at \(x=hg\) for Euler and at \(x=\pm hg/2\) for midpoint, then dividing by \(h\), gives
\[
\left|\frac{\ln(1+hg)}h-g+\frac{hg^2}2\right|\le2g^3h^2\quad(hg\le\tfrac12),
\]
\[
\left|\frac1h\ln\frac{1+hg/2}{1-hg/2}-g-\frac{h^2g^3}{12}\right|\le\frac{g^4h^3}4\quad(hg\le1).
\]
Dividing once more, by \(h\) and \(h^2\) respectively, leaves remainders at most linear in \(h\). A squeeze argument in `leading_exponent_errors` then gives the limits \(-g^2/2\) and \(g^3/12\) as \(h\to0^+\), written `𝓝[>] 0`.

## What this means for a radial solver

In a relativistic atomic calculation, within this model of a point nucleus with only the \(1/r\) terms, an exponent error \(\delta\) multiplies the orbital by \((r_n/r_0)^\delta\), so the relative error accumulates with distance from the starting radius. The model has no finite nuclear size, screening, energy or mass terms, or rounding.
